# A quaternion unitary block-diagonalises a Kramers-paired matrix

Let $A$ and $B$ be complex $n\times n$ matrices, and let a bar denote entrywise complex conjugation, without transposition. The quaternion units satisfy $i^2=j^2=k^2=-1$ and $ij=k=-ji$. In Lean, the type `n` labels $n$ Kramers pairs, and `n ⊕ n` labels the $2n$ basis functions: first one member of each pair, then the time-reversed partners.

```lean
import Mathlib

open Matrix

namespace QuaternionBlockDiagonalization

noncomputable section

local notation "ℍ" => Quaternion ℝ

variable {n : Type*} [Fintype n] [DecidableEq n]
```

A complex number $x+\mathrm i y$ is read as the quaternion $x+yi$. This map respects sums and products, which is checked on the four real components.

```lean
/-- The quaternion `x + y i` of a complex number `x + i y`. -/
def embed (z : ℂ) : ℍ := ⟨z.re, z.im, 0, 0⟩

/-- The four real components of `x + y i`. -/
lemma embed_parts (z : ℂ) : (embed z).re = z.re ∧ (embed z).imI = z.im ∧
    (embed z).imJ = 0 ∧ (embed z).imK = 0 := ⟨rfl, rfl, rfl, rfl⟩

/-- The four real components of the quaternion `1`. -/
lemma one_parts : (1 : ℍ).re = 1 ∧ (1 : ℍ).imI = 0 ∧ (1 : ℍ).imJ = 0 ∧
    (1 : ℍ).imK = 0 := ⟨rfl, rfl, rfl, rfl⟩

/-- The four real components of the quaternion `0`. -/
lemma zero_parts : (0 : ℍ).re = 0 ∧ (0 : ℍ).imI = 0 ∧ (0 : ℍ).imJ = 0 ∧
    (0 : ℍ).imK = 0 := ⟨rfl, rfl, rfl, rfl⟩

/-- The complex numbers as the quaternions spanned by `1` and `i`. -/
def ofC : ℂ →+* ℍ where
  toFun := embed
  map_one' := by ext <;> simp [embed_parts, one_parts]
  map_zero' := by ext <;> simp [embed_parts, zero_parts]
  map_mul' x y := by ext <;> simp [embed_parts]
  map_add' x y := by ext <;> simp [embed_parts]
```

The other two units are given by their components.

```lean
/-- The quaternion unit `j`. -/
def qj : ℍ := ⟨0, 0, 1, 0⟩

/-- The quaternion unit `k`. -/
def qk : ℍ := ⟨0, 0, 0, 1⟩

/-- The four real components of `j`. -/
lemma qj_parts : qj.re = 0 ∧ qj.imI = 0 ∧ qj.imJ = 1 ∧ qj.imK = 0 :=
  ⟨rfl, rfl, rfl, rfl⟩

/-- The four real components of `k`. -/
lemma qk_parts : qk.re = 0 ∧ qk.imI = 0 ∧ qk.imJ = 0 ∧ qk.imK = 1 :=
  ⟨rfl, rfl, rfl, rfl⟩

/-- The four real components of an embedded complex number. -/
lemma ofC_parts (z : ℂ) : (ofC z).re = z.re ∧ (ofC z).imI = z.im ∧
    (ofC z).imJ = 0 ∧ (ofC z).imK = 0 := ⟨rfl, rfl, rfl, rfl⟩
```

Complex matrices embed entry by entry through `toQ`. A quaternion $q$ multiplies matrices as $q\mathbf 1$, written `unitMatrix q`.

```lean
/-- A complex matrix read as a quaternion matrix. -/
def toQ {m : Type*} (A : Matrix m m ℂ) : Matrix m m ℍ := A.map ofC

/-- The quaternion `q` times the identity matrix. -/
def unitMatrix (q : ℍ) : Matrix n n ℍ := Matrix.diagonal fun _ => q
```

## The matrices M, Q and U

The matrix to be reduced is
$$M=\begin{pmatrix}A&B\\-\bar B&\bar A\end{pmatrix}.$$
This block form expresses time-reversal symmetry: $M$ commutes with $(a,b)\mapsto(-\bar b,\bar a)$. A one-electron Dirac Hamiltonian with an electrostatic potential and no magnetic field has such a matrix in a finite, orthonormal Kramers-paired basis. The form is assumed here, not derived from the Dirac equation, and $M$ need not be Hermitian.

```lean
/-- The complex matrix `[[A, B], [-conj B, conj A]]` of a Kramers-paired basis. -/
def kramersMatrix (A B : Matrix n n ℂ) : Matrix (n ⊕ n) (n ⊕ n) ℂ :=
  fromBlocks A B (-(B.map (starRingEnd ℂ))) (A.map (starRingEnd ℂ))
```

The quaternion matrix of half the dimension, and the transformation, are
$$Q=A+Bj,\qquad U=\frac1{\sqrt2}\begin{pmatrix}1&j\\j&1\end{pmatrix}.$$

```lean
/-- The quaternion matrix `A + B j`. -/
def quaternionForm (A B : Matrix n n ℂ) : Matrix n n ℍ :=
  toQ A + toQ B * unitMatrix qj

/-- The transformation `U = (1/√2) [[1, j], [j, 1]]`. -/
def pairingUnitary : Matrix (n ⊕ n) (n ⊕ n) ℍ :=
  (√2 : ℝ)⁻¹ • fromBlocks 1 (unitMatrix qj) (unitMatrix qj) 1
```

A complex vector $(a,b)$ of length $2n$ is folded into the quaternion vector $x=a-jb$ of length $n$.

```lean
/-- The complex vector `(a, b)` folded into the quaternion vector `a - j b`. -/
def fold (v : n ⊕ n → ℂ) : n → ℍ :=
  fun i => ofC (v (Sum.inl i)) - qj * ofC (v (Sum.inr i))
```

## Moving j past a complex matrix

Since $ji=-ij$, we have $j(x+yi)=(x-yi)j$, and hence $jA=\bar A j$. The proof compares entries, then real components.

```lean
/-- Moving `j` from the left to the right of a complex matrix conjugates the matrix. -/
theorem j_mul_complex (A : Matrix n n ℂ) :
    unitMatrix qj * toQ A = toQ (A.map (starRingEnd ℂ)) * unitMatrix qj := by
  refine Matrix.ext fun i k => ?_
  rw [unitMatrix, Matrix.diagonal_mul, Matrix.mul_diagonal]
  simp only [toQ, Matrix.map_apply]
  ext <;> simp [ofC_parts, qj_parts]
```

Also $(j\mathbf 1)^2=-\mathbf 1$.

```lean
/-- The matrix `j` times the identity squares to minus the identity. -/
lemma j_mul_j : unitMatrix qj * unitMatrix qj = (-1 : Matrix n n ℍ) := by
  have h : qj * qj = -1 := by ext <;> simp [qj_parts, one_parts]
  rw [unitMatrix, Matrix.diagonal_mul_diagonal]
  refine Matrix.ext fun i k => ?_
  by_cases hik : i = k
  · subst hik
    simp [h]
  · simp [hik]
```

## Unitarity and the two blocks

A star denotes the conjugate of a quaternion and the conjugate transpose of a quaternion matrix. Since $j^*=-j$,
$$U^*=\frac1{\sqrt2}\begin{pmatrix}1&-j\\-j&1\end{pmatrix}.$$

```lean
omit [Fintype n] in
/-- The adjoint of `U` is `(1/√2) [[1, -j], [-j, 1]]`. -/
lemma pairingUnitary_conjTranspose :
    (pairingUnitary : Matrix (n ⊕ n) (n ⊕ n) ℍ)ᴴ =
      (√2 : ℝ)⁻¹ • fromBlocks 1 (-unitMatrix qj) (-unitMatrix qj) 1 := by
  have hs : star qj = -qj := by ext <;> simp [qj_parts]
  have hJ : (unitMatrix qj : Matrix n n ℍ)ᴴ = -unitMatrix qj := by
    rw [unitMatrix, Matrix.diagonal_conjTranspose]
    refine Matrix.ext fun i k => ?_
    by_cases hik : i = k
    · subst hik
      simp [hs]
    · simp [hik]
  have hc : ∀ (r : ℝ) (X : Matrix (n ⊕ n) (n ⊕ n) ℍ), (r • X)ᴴ = r • Xᴴ := by
    intro r X
    refine Matrix.ext fun i k => ?_
    simp only [Matrix.conjTranspose_apply, Matrix.smul_apply, Quaternion.star_smul]
  rw [pairingUnitary, hc, Matrix.fromBlocks_conjTranspose, hJ, Matrix.conjTranspose_one]
```

The two prefactors multiply to $1/2$.

```lean
/-- The square of the normalization factor `1/√2` is `1/2`. -/
lemma inv_sqrt_two_sq : (√2 : ℝ)⁻¹ * (√2 : ℝ)⁻¹ = 1 / 2 := by
  rw [← mul_inv, Real.mul_self_sqrt (by norm_num)]
  norm_num
```

In $U^*U$ the diagonal blocks are $\tfrac12(1-j^2)=1$ and the off-diagonal blocks are $\tfrac12(j-j)=0$. The product $UU^*$ works the same way. Lean compares the four blocks separately, and `module` collects the coefficients.

```lean
/-- The transformation `U` is unitary. -/
theorem pairingUnitary_unitary :
    (pairingUnitary : Matrix (n ⊕ n) (n ⊕ n) ℍ)ᴴ * pairingUnitary = 1 ∧
      (pairingUnitary : Matrix (n ⊕ n) (n ⊕ n) ℍ) * pairingUnitaryᴴ = 1 := by
  rw [pairingUnitary_conjTranspose, pairingUnitary]
  constructor <;>
  · rw [smul_mul_smul_comm, inv_sqrt_two_sq, Matrix.fromBlocks_multiply,
      Matrix.fromBlocks_smul]
    refine Eq.trans ?_ Matrix.fromBlocks_one
    refine Matrix.fromBlocks_inj.mpr ⟨?_, ?_, ?_, ?_⟩ <;>
    · simp only [one_mul, mul_one, neg_mul, mul_neg, j_mul_j, neg_neg]
      module
```

For the transformed matrix, first
$$MU=\frac1{\sqrt2}\begin{pmatrix}A+Bj&Aj+B\\-\bar B+\bar Aj&-\bar Bj+\bar A\end{pmatrix}.$$
Multiplying by $U^*$ and using $j\bar A=Aj$, $j\bar B=Bj$, $jA=\bar Aj$ and $jB=\bar Bj$ gives the four blocks
$$\begin{aligned}
\tfrac12(A+Bj+Bj+A)&=A+Bj,\\
\tfrac12(Aj+B-B-Aj)&=0,\\
\tfrac12(-\bar Aj+\bar B-\bar B+\bar Aj)&=0,\\
\tfrac12(\bar A-\bar Bj-\bar Bj+\bar A)&=\bar A-\bar Bj.
\end{aligned}$$
The hypotheses `h1` to `h4` in the proof are these four commutation rules.

```lean
/-- The transformation `U` brings `[[A, B], [-conj B, conj A]]` to block-diagonal form
with the blocks `A + B j` and `conj A - conj B j`. -/
theorem pairingUnitary_blockDiagonalizes (A B : Matrix n n ℂ) :
    pairingUnitaryᴴ * toQ (kramersMatrix A B) * pairingUnitary =
      fromBlocks (quaternionForm A B) 0 0
        (toQ (A.map (starRingEnd ℂ)) - toQ (B.map (starRingEnd ℂ)) * unitMatrix qj) := by
  have hM : toQ (kramersMatrix A B) = fromBlocks (toQ A) (toQ B)
      (-toQ (B.map (starRingEnd ℂ))) (toQ (A.map (starRingEnd ℂ))) := by
    refine Matrix.ext ?_
    rintro (i | i) (k | k) <;> simp [toQ, kramersMatrix]
  -- `j` conjugates complex matrices, in both directions
  have hcc : ∀ X : Matrix n n ℂ,
      (X.map (starRingEnd ℂ)).map (starRingEnd ℂ) = X := by
    intro X
    refine Matrix.ext fun i k => ?_
    simp
  have h1 := j_mul_complex A
  have h2 := j_mul_complex B
  have h3 := j_mul_complex (A.map (starRingEnd ℂ))
  have h4 := j_mul_complex (B.map (starRingEnd ℂ))
  rw [hcc] at h3 h4
  rw [hM, pairingUnitary_conjTranspose, pairingUnitary, quaternionForm, smul_mul_assoc,
    smul_mul_smul_comm, inv_sqrt_two_sq, Matrix.fromBlocks_multiply,
    Matrix.fromBlocks_multiply, Matrix.fromBlocks_smul]
  refine Matrix.fromBlocks_inj.mpr ⟨?_, ?_, ?_, ?_⟩ <;>
  · simp only [one_mul, mul_one, neg_mul, mul_neg, neg_neg, add_mul, h1, h2, h3, h4,
      mul_assoc, j_mul_j]
    module
```

The second block carries no new information. With $k^*=-k$, one finds $k^*Ak=\bar A$ and $k^*Bjk=-\bar Bj$, so $k^*Qk=\bar A-\bar Bj$.

```lean
/-- The second block is the first one conjugated by the quaternion unit `k`. -/
theorem second_block_eq_conjugate (A B : Matrix n n ℂ) :
    toQ (A.map (starRingEnd ℂ)) - toQ (B.map (starRingEnd ℂ)) * unitMatrix qj =
      unitMatrix (star qk) * quaternionForm A B * unitMatrix qk := by
  refine Matrix.ext fun i k => ?_
  simp only [quaternionForm, unitMatrix, Matrix.sub_apply, Matrix.add_apply,
    Matrix.mul_diagonal, Matrix.diagonal_mul, toQ, Matrix.map_apply]
  ext <;> simp [ofC_parts, qj_parts, qk_parts]
```

## The eigenvalue problem at half the dimension

Folding loses nothing: the components of $x$ along $1$ and $i$ give $a$, and those along $j$ and $k$ give $b$.

```lean
omit [Fintype n] [DecidableEq n] in
/-- Folding is a one-to-one correspondence between complex vectors of length `2n` and
quaternion vectors of length `n`. -/
theorem fold_bijective : Function.Bijective (fold : (n ⊕ n → ℂ) → n → ℍ) := by
  constructor
  · intro v w h
    funext s
    rcases s with i | i
    · have h1 := congrArg (fun q : ℍ => q.re) (congrFun h i)
      have h2 := congrArg (fun q : ℍ => q.imI) (congrFun h i)
      simp [fold, ofC_parts, qj_parts] at h1 h2
      exact Complex.ext h1 h2
    · have h1 := congrArg (fun q : ℍ => q.imJ) (congrFun h i)
      have h2 := congrArg (fun q : ℍ => q.imK) (congrFun h i)
      simp [fold, ofC_parts, qj_parts] at h1 h2
      exact Complex.ext h1 h2
  · intro x
    refine ⟨Sum.elim (fun i => ⟨(x i).re, (x i).imI⟩)
      (fun i => ⟨-(x i).imJ, (x i).imK⟩), ?_⟩
    funext i
    ext <;> simp [fold, ofC_parts, qj_parts]
```

It also carries the action of $M$ into that of $Q$:
$$(A+Bj)(a-jb)=(Aa+Bb)-j(-\bar Ba+\bar Ab).$$
Lean proves this for single matrix elements as `key`, then sums.

```lean
/-- Acting with `[[A, B], [-conj B, conj A]]` and then folding is the same as folding and
then acting with `A + B j`. -/
theorem quaternionForm_mulVec_fold (A B : Matrix n n ℂ) (v : n ⊕ n → ℂ) :
    quaternionForm A B *ᵥ fold v = fold (kramersMatrix A B *ᵥ v) := by
  -- the identity for a single pair of matrix elements
  have key : ∀ a b x y : ℂ, (ofC a + ofC b * qj) * (ofC x - qj * ofC y) =
      (ofC (a * x) + ofC (b * y)) -
        qj * (ofC (-(starRingEnd ℂ b) * x) + ofC (starRingEnd ℂ a * y)) := by
    intro a b x y
    ext <;> simp [ofC_parts, qj_parts] <;> ring
  funext i
  calc (quaternionForm A B *ᵥ fold v) i
      = ∑ k, (ofC (A i k) + ofC (B i k) * qj) *
          (ofC (v (Sum.inl k)) - qj * ofC (v (Sum.inr k))) := by
        simp only [Matrix.mulVec, dotProduct, quaternionForm, unitMatrix, fold, toQ,
          Matrix.add_apply, Matrix.mul_diagonal, Matrix.map_apply]
    _ = fold (kramersMatrix A B *ᵥ v) i := by
        simp only [key, fold, kramersMatrix, Matrix.mulVec, dotProduct,
          Fintype.sum_sum_type, Matrix.fromBlocks_apply₁₁, Matrix.fromBlocks_apply₁₂,
          Matrix.fromBlocks_apply₂₁, Matrix.fromBlocks_apply₂₂, Matrix.neg_apply,
          Matrix.map_apply, map_add, map_sum, mul_add, Finset.mul_sum,
          Finset.sum_sub_distrib, Finset.sum_add_distrib]
```

A complex $\varepsilon$ commutes with $a$ and $b$ but, unless it is real, not with $j$, so it is written on the right: $\varepsilon a-j\varepsilon b=x\varepsilon$. Therefore $Mv=\varepsilon v$ has a nonzero solution exactly when $Qx=x\varepsilon$ has one. The theorem concerns the existence of eigenvectors, not multiplicities.

```lean
/-- A complex number `ε` is an eigenvalue of `[[A, B], [-conj B, conj A]]` exactly when the
quaternion equation `(A + B j) x = x ε` of half the dimension has a nonzero solution. -/
theorem eigenvalue_iff_quaternion (A B : Matrix n n ℂ) (ε : ℂ) :
    (∃ v, v ≠ 0 ∧ kramersMatrix A B *ᵥ v = ε • v) ↔
      ∃ x, x ≠ 0 ∧ quaternionForm A B *ᵥ x = fun i => x i * ofC ε := by
  have h0 : fold (0 : n ⊕ n → ℂ) = 0 := by
    funext i
    simp [fold]
  have hs : ∀ v : n ⊕ n → ℂ, fold (ε • v) = fun i => fold v i * ofC ε := by
    intro v
    funext i
    simp only [fold, Pi.smul_apply, smul_eq_mul, mul_comm ε, map_mul, sub_mul, mul_assoc]
  constructor
  · rintro ⟨v, hv, h⟩
    refine ⟨fold v, fun hx => hv (fold_bijective.1 (hx.trans h0.symm)), ?_⟩
    rw [quaternionForm_mulVec_fold, h, hs]
  · rintro ⟨x, hx, h⟩
    -- every quaternion vector is a folded complex vector
    obtain ⟨v, rfl⟩ := fold_bijective.2 x
    refine ⟨v, fun hv => hx (by rw [hv, h0]), fold_bijective.1 ?_⟩
    rw [← quaternionForm_mulVec_fold, h, hs]

end

end QuaternionBlockDiagonalization
```

```lean
#print axioms QuaternionBlockDiagonalization.pairingUnitary_unitary
#print axioms QuaternionBlockDiagonalization.pairingUnitary_blockDiagonalizes
#print axioms QuaternionBlockDiagonalization.second_block_eq_conjugate
#print axioms QuaternionBlockDiagonalization.eigenvalue_iff_quaternion
```

```
'QuaternionBlockDiagonalization.pairingUnitary_unitary' depends on axioms: [propext, Classical.choice, Quot.sound]
'QuaternionBlockDiagonalization.pairingUnitary_blockDiagonalizes' depends on axioms: [propext, Classical.choice, Quot.sound]
'QuaternionBlockDiagonalization.second_block_eq_conjugate' depends on axioms: [propext, Classical.choice, Quot.sound]
'QuaternionBlockDiagonalization.eigenvalue_iff_quaternion' depends on axioms: [propext, Classical.choice, Quot.sound]
```

## In a four-component code

For a finite-basis, time-reversal-symmetric mean-field matrix, a program can store $Q$ as the four real matrices $\operatorname{Re}A$, $\operatorname{Im}A$, $\operatorname{Re}B$ and $\operatorname{Im}B$, and diagonalise it in quaternion arithmetic. For real $\varepsilon$, a nonzero solution $x$ of $Qx=x\varepsilon$ gives one spinor of a Kramers pair, and $xj$ gives its partner up to a sign.

Quaternions could also have been modelled as complex $2\times2$ matrices, with $a+bj$ for complex numbers $a,b$ represented by $\begin{pmatrix}a&b\\-\bar b&\bar a\end{pmatrix}$. Then $Q$ would be $M$ with its rows and columns reordered, and all arithmetic would stay complex, but $U$ would become a $4n\times4n$ complex matrix.
